# The kernel (x·y)² − c is positive semidefinite on the unit sphere of ℝ^d, d ≥ 1, exactly when c ≤ 1/d

Let a direction be a real vector x in ℝ^d with x·x = 1, where d ≥ 1, and for real c let

K_c(x, y) = (x·y)² − c.

I call a kernel K positive semidefinite on the sphere if Σ_ij w_i w_j K(x_i, x_j) ≥ 0 for every finite list of directions x_i and real weights w_i of either sign. The sums include i = j.

Subtracting a constant from (x·y)² removes an isotropic part, and too large a constant must spoil positivity. I believe the limit is c = 1/d, which for d = 3 gives the Legendre kernel P₂(x·y) up to a positive factor. Can this be made rigorous and machine-checked?

## The double sum as a squared quadrupole plus a monopole

Yes. Give each direction the traceless tensor

q_ab(x) = x_a x_b − δ_ab/d.

For unit vectors x and y, expanding the full contraction gives

Σ_ab q_ab(x) q_ab(y) = (x·y)² − (x·x)/d − (y·y)/d + d/d² = (x·y)² − 1/d = K_{1/d}(x, y).

Let Q_ab = Σ_i w_i q_ab(x_i) be the total tensor. Multiplying the contraction by w_i w_j and summing over i and j gives

Σ_ij w_i w_j K_{1/d}(x_i, x_j) = Σ_ab Q_ab².

Since K_c = K_{1/d} + (1/d − c), every real c satisfies

Σ_ij w_i w_j K_c(x_i, x_j) = Σ_ab Q_ab² + (1/d − c)(Σ_i w_i)².

If c ≤ 1/d, both terms are nonnegative. Conversely, put unit weights on the d coordinate axes, for which x_i·x_j = δ_ij. The double sum is then d − c d², and requiring it to be nonnegative gives c ≤ 1/d.

At c = 1/d the double sum vanishes exactly when every Q_ab does. In three dimensions, with P₂(t) = (3t² − 1)/2,

K_{1/3}(x, y) = (2/3) P₂(x·y),

so the P₂ kernel is positive semidefinite too.

The smallest case is d = 1. The only directions are ±1, so (x·y)² = 1, q vanishes, and the double sum is (1 − c)(Σ_i w_i)². The threshold is c = 1, where the kernel is identically zero on the sphere.

In a simulation that treats molecular axes as finitely many rigid directions in three dimensions, the average of P₂(x_i·x_j) over all ordered pairs, self-pairs included, therefore cannot be negative.

```lean
import Mathlib

open Matrix

namespace QuadrupolarAngularKernel

noncomputable section

/-- The angular kernel `(x · y)² - c` of two directions in `d` dimensions. -/
def angularKernel {d : ℕ} (c : ℝ) (x y : Fin d → ℝ) : ℝ := (x ⬝ᵥ y) ^ 2 - c

/-- A kernel is positive semidefinite on the unit sphere if its double sum over any finite
set of unit vectors with real weights is nonnegative. -/
def IsPSDOnSphere {d : ℕ} (K : (Fin d → ℝ) → (Fin d → ℝ) → ℝ) : Prop :=
  ∀ (n : ℕ) (x : Fin n → Fin d → ℝ) (w : Fin n → ℝ), (∀ i, x i ⬝ᵥ x i = 1) →
    0 ≤ ∑ i, ∑ j, w i * w j * K (x i) (x j)

/-- The quadrupole tensor `x_a x_b - δ_ab / d` of a direction `x`. -/
def quadrupole {d : ℕ} (x : Fin d → ℝ) (a b : Fin d) : ℝ :=
  x a * x b - if a = b then 1 / (d : ℝ) else 0

/-- The total quadrupole tensor of directions `x i` carrying weights `w i`. -/
def totalQuadrupole {d n : ℕ} (w : Fin n → ℝ) (x : Fin n → Fin d → ℝ) (a b : Fin d) : ℝ :=
  ∑ i, w i * quadrupole (x i) a b

/-- The second Legendre polynomial. -/
def legendreP2 (t : ℝ) : ℝ := (3 * t ^ 2 - 1) / 2

/-- The full contraction of the quadrupole tensors of two unit vectors is the angular kernel
with `c = 1/d`. -/
theorem quadrupole_contraction {d : ℕ} (x y : Fin d → ℝ)
    (hx : x ⬝ᵥ x = 1) (hy : y ⬝ᵥ y = 1) :
    ∑ a, ∑ b, quadrupole x a b * quadrupole y a b = angularKernel (1 / (d : ℝ)) x y := by
  -- a unit vector exists only in positive dimension
  have hd : (d : ℝ) ≠ 0 := by
    intro h
    have h0 : d = 0 := by exact_mod_cast h
    subst h0
    simp [dotProduct] at hx
  have hx' : ∑ a, x a * x a = 1 := hx
  have hy' : ∑ a, y a * y a = 1 := hy
  have h1 : ∑ a, ∑ b, (x a * y a) * (x b * y b) = (x ⬝ᵥ y) ^ 2 := by
    rw [sq, dotProduct, Finset.sum_mul_sum]
  -- the diagonal terms add up to `1/d`
  have h2 : ∑ a, ((x a * x a + y a * y a) / (d : ℝ) - 1 / (d : ℝ) ^ 2) = 1 / (d : ℝ) := by
    have h3 : (d : ℝ) * (1 / (d : ℝ) ^ 2) = 1 / (d : ℝ) := by field_simp
    rw [Finset.sum_sub_distrib, ← Finset.sum_div, Finset.sum_add_distrib, hx', hy',
      Finset.sum_const, Finset.card_univ, Fintype.card_fin, nsmul_eq_mul, h3]
    ring
  have h4 : ∀ a b, quadrupole x a b * quadrupole y a b = (x a * y a) * (x b * y b) -
      if a = b then (x a * x a + y a * y a) / (d : ℝ) - 1 / (d : ℝ) ^ 2 else 0 := by
    intro a b
    unfold quadrupole
    split_ifs with h
    · subst h
      ring
    · ring
  calc ∑ a, ∑ b, quadrupole x a b * quadrupole y a b
      = ∑ a, ∑ b, (x a * y a) * (x b * y b)
        - ∑ a, ((x a * x a + y a * y a) / (d : ℝ) - 1 / (d : ℝ) ^ 2) := by
        simp only [h4, Finset.sum_sub_distrib, Finset.sum_ite_eq, Finset.mem_univ, if_true]
    _ = angularKernel (1 / (d : ℝ)) x y := by rw [h1, h2, angularKernel]

/-- For unit vectors and `c = 1/d` the double sum of the kernel is the sum of the squared components
of the total quadrupole tensor. -/
theorem threshold_sum_eq {d n : ℕ} (x : Fin n → Fin d → ℝ) (w : Fin n → ℝ)
    (hx : ∀ i, x i ⬝ᵥ x i = 1) :
    ∑ i, ∑ j, w i * w j * angularKernel (1 / (d : ℝ)) (x i) (x j)
      = ∑ a, ∑ b, totalQuadrupole w x a b ^ 2 := by
  -- exchange the sums over particles with those over tensor components
  have swap : ∀ F : Fin n → Fin n → Fin d → Fin d → ℝ,
      ∑ i, ∑ j, ∑ a, ∑ b, F i j a b = ∑ a, ∑ b, ∑ i, ∑ j, F i j a b := by
    intro F
    calc ∑ i, ∑ j, ∑ a, ∑ b, F i j a b
        = ∑ i, ∑ a, ∑ j, ∑ b, F i j a b :=
          Finset.sum_congr rfl fun i _ => Finset.sum_comm
      _ = ∑ a, ∑ i, ∑ j, ∑ b, F i j a b := Finset.sum_comm
      _ = ∑ a, ∑ i, ∑ b, ∑ j, F i j a b :=
          Finset.sum_congr rfl fun a _ => Finset.sum_congr rfl fun i _ => Finset.sum_comm
      _ = ∑ a, ∑ b, ∑ i, ∑ j, F i j a b :=
          Finset.sum_congr rfl fun a _ => Finset.sum_comm
  calc ∑ i, ∑ j, w i * w j * angularKernel (1 / (d : ℝ)) (x i) (x j)
      = ∑ i, ∑ j, ∑ a, ∑ b,
          (w i * quadrupole (x i) a b) * (w j * quadrupole (x j) a b) := by
        refine Finset.sum_congr rfl fun i _ => Finset.sum_congr rfl fun j _ => ?_
        rw [← quadrupole_contraction (x i) (x j) (hx i) (hx j), Finset.mul_sum]
        refine Finset.sum_congr rfl fun a _ => ?_
        rw [Finset.mul_sum]
        refine Finset.sum_congr rfl fun b _ => ?_
        ring
    _ = ∑ a, ∑ b, ∑ i, ∑ j,
          (w i * quadrupole (x i) a b) * (w j * quadrupole (x j) a b) := swap _
    _ = ∑ a, ∑ b, totalQuadrupole w x a b ^ 2 := by
        refine Finset.sum_congr rfl fun a _ => Finset.sum_congr rfl fun b _ => ?_
        rw [totalQuadrupole, sq, Finset.sum_mul_sum]

/-- For unit vectors and every `c` the double sum of the kernel splits into a quadrupole part and a
monopole part, the latter being `1/d - c` times the squared total weight. -/
theorem kernel_sum_eq {d n : ℕ} (c : ℝ) (x : Fin n → Fin d → ℝ) (w : Fin n → ℝ)
    (hx : ∀ i, x i ⬝ᵥ x i = 1) :
    ∑ i, ∑ j, w i * w j * angularKernel c (x i) (x j)
      = ∑ a, ∑ b, totalQuadrupole w x a b ^ 2 + (1 / (d : ℝ) - c) * (∑ i, w i) ^ 2 := by
  rw [← threshold_sum_eq x w hx, sq (∑ i, w i), Finset.sum_mul_sum, Finset.mul_sum,
    ← Finset.sum_add_distrib]
  refine Finset.sum_congr rfl fun i _ => ?_
  rw [Finset.mul_sum, ← Finset.sum_add_distrib]
  refine Finset.sum_congr rfl fun j _ => ?_
  unfold angularKernel
  ring

/-- In dimension `d ≥ 1` the kernel `(x · y)² - c` is positive semidefinite on the unit sphere
if and only if `c ≤ 1/d`. -/
theorem angularKernel_psd_iff {d : ℕ} (hd : 1 ≤ d) (c : ℝ) :
    IsPSDOnSphere (angularKernel (d := d) c) ↔ c ≤ 1 / (d : ℝ) := by
  have hd' : (0 : ℝ) < d := by exact_mod_cast hd
  constructor
  · intro h
    -- test the kernel on the coordinate axes with unit weights
    obtain ⟨e, he⟩ : ∃ e : Fin d → Fin d → ℝ,
        ∀ i j, e i ⬝ᵥ e j = if i = j then 1 else 0 := by
      refine ⟨fun i k => if k = i then 1 else 0, fun i j => ?_⟩
      by_cases hij : i = j
      · subst hij
        simp [dotProduct]
      · simp [dotProduct, hij, Ne.symm hij]
    have hs : ∀ i j, (e i ⬝ᵥ e j) ^ 2 = if i = j then (1 : ℝ) else 0 := by
      intro i j
      rw [he]
      split_ifs <;> norm_num
    have key := h d e (fun _ => 1) (fun i => by rw [he, if_pos rfl])
    simp only [angularKernel, hs, one_mul, Finset.sum_sub_distrib, Finset.sum_ite_eq,
      Finset.mem_univ, if_true, Finset.sum_const, Finset.card_univ, Fintype.card_fin,
      nsmul_eq_mul, mul_one] at key
    rw [le_div_iff₀ hd']
    have h2 : (d : ℝ) * (c * d) ≤ d * 1 := by nlinarith [key]
    exact le_of_mul_le_mul_left h2 hd'
  · intro hc n x w hx
    rw [kernel_sum_eq c x w hx]
    have h1 : 0 ≤ 1 / (d : ℝ) - c := sub_nonneg.mpr hc
    have h2 : 0 ≤ ∑ a, ∑ b, totalQuadrupole w x a b ^ 2 :=
      Finset.sum_nonneg fun a _ => Finset.sum_nonneg fun b _ => sq_nonneg _
    exact add_nonneg h2 (mul_nonneg h1 (sq_nonneg _))

/-- For unit vectors and `c = 1/d` the double sum of the kernel vanishes exactly when every
component of the total quadrupole tensor vanishes. -/
theorem threshold_sum_eq_zero_iff {d n : ℕ} (x : Fin n → Fin d → ℝ) (w : Fin n → ℝ)
    (hx : ∀ i, x i ⬝ᵥ x i = 1) :
    ∑ i, ∑ j, w i * w j * angularKernel (1 / (d : ℝ)) (x i) (x j) = 0
      ↔ ∀ a b, totalQuadrupole w x a b = 0 := by
  rw [threshold_sum_eq x w hx]
  constructor
  · intro h a b
    have h1 := (Finset.sum_eq_zero_iff_of_nonneg (fun a _ => by positivity)).1 h a
      (Finset.mem_univ a)
    have h2 := (Finset.sum_eq_zero_iff_of_nonneg (fun b _ => by positivity)).1 h1 b
      (Finset.mem_univ b)
    exact (pow_eq_zero_iff two_ne_zero).1 h2
  · intro h
    simp [h]

/-- In three dimensions the kernel with `c = 1/3` is `2/3` times the second Legendre polynomial
of `x · y`. -/
theorem threshold_eq_legendre (x y : Fin 3 → ℝ) :
    angularKernel (1 / 3) x y = 2 / 3 * legendreP2 (x ⬝ᵥ y) := by
  unfold angularKernel legendreP2
  ring

/-- The Legendre kernel `P₂(x · y)` is positive semidefinite on the unit sphere in three
dimensions. -/
theorem legendreP2_psd :
    IsPSDOnSphere (fun x y : Fin 3 → ℝ => legendreP2 (x ⬝ᵥ y)) := by
  intro n x w hx
  have h := (angularKernel_psd_iff (d := 3) (by norm_num) (1 / 3)).2 (by norm_num) n x w hx
  have e : ∑ i, ∑ j, w i * w j * angularKernel (1 / 3) (x i) (x j)
      = 2 / 3 * ∑ i, ∑ j, w i * w j * legendreP2 (x i ⬝ᵥ x j) := by
    rw [Finset.mul_sum]
    refine Finset.sum_congr rfl fun i _ => ?_
    rw [Finset.mul_sum]
    refine Finset.sum_congr rfl fun j _ => ?_
    rw [threshold_eq_legendre]
    ring
  rw [e] at h
  show 0 ≤ ∑ i, ∑ j, w i * w j * legendreP2 (x i ⬝ᵥ x j)
  linarith

end

end QuadrupolarAngularKernel
```

```lean
#print axioms QuadrupolarAngularKernel.angularKernel_psd_iff
#print axioms QuadrupolarAngularKernel.threshold_sum_eq_zero_iff
#print axioms QuadrupolarAngularKernel.legendreP2_psd
```

```
'QuadrupolarAngularKernel.angularKernel_psd_iff' depends on axioms: [propext, Classical.choice, Quot.sound]
'QuadrupolarAngularKernel.threshold_sum_eq_zero_iff' depends on axioms: [propext, Classical.choice, Quot.sound]
'QuadrupolarAngularKernel.legendreP2_psd' depends on axioms: [propext, Classical.choice, Quot.sound]
```

## Directions, weights and tensors in Lean

A vector is a function `Fin d → ℝ`, and `⬝ᵥ` is the ordinary dot product. Unit length is the hypothesis `x i ⬝ᵥ x i = 1`. `IsPSDOnSphere` ranges over every number `n` of directions, allows repeated directions, and places no sign condition on the weights `w`. `quadrupole` is q with the normalisation above, and `totalQuadrupole` is Q.

The main theorem, `angularKernel_psd_iff`, says that for `1 ≤ d` and any real `c`, the kernel is positive semidefinite on the sphere if and only if `c ≤ 1 / (d : ℝ)`. The hypothesis on `d` excludes d = 0, where the sphere is empty and every kernel passes the test.

The statements concern finite weighted sets, not continuous distributions of directions. The kernel depends on orientation alone, so a coupling that varies with the distance between molecules is not covered.

## From the tensor contraction to the threshold

`quadrupole_contraction` expands the product of two tensors entry by entry, treating a = b separately. Its step `h1` identifies the full sum as (x·y)², and `h2` adds the diagonal corrections to 1/d.

`threshold_sum_eq` inserts this contraction into the double sum. Its `swap` step moves the sums over a and b outside those over i and j, and `Finset.sum_mul_sum` then recognises each component as a square. `kernel_sum_eq` adds the monopole term by comparing summands.

In `angularKernel_psd_iff`, the forward direction constructs the coordinate axes `e`, evaluates the double sum in `key`, and cancels a positive factor d. The reverse direction rewrites with `kernel_sum_eq` and adds two nonnegative terms.

`threshold_sum_eq_zero_iff` uses twice, once for each tensor index, that a vanishing sum of nonnegative terms has only zero terms. `threshold_eq_legendre` is an algebraic identity valid for all vectors in three dimensions, and `legendreP2_psd` uses it to take the factor 2/3 out of the double sum.
